# A single-orbital non-orthogonal lead has non-real surface roots exactly inside its band

Take a half-infinite chain with one orbital per site, on-site energy 0, hopping 1 and orthogonal orbitals. Its surface Green's function $g$ at real energy $E$ satisfies $g^2-Eg+1=0$, so $g=\tfrac12\left(E\pm\sqrt{E^2-4}\right)$. The roots are non-real exactly when $-2<E<2$, which is the interior of the band $E=2\cos k$.

For hopping $h>0$ and neighbour overlap $s$, the hopping is replaced by $\tau=h-Es$. Since $\tau$ depends on $E$, the edges move unequally: for $h=1$, $s=-1/4$ they lie at $-4/3$ and $4$. Opposite signs of $h$ and $s$ are the usual case for bonding neighbours, and the antibonding edge then moves further than the bonding edge. A chain with $h<0$ is covered by changing the sign of every second orbital, which flips both $h$ and $s$. For $|s|<1/2$ the general window is
$$-\frac{2h}{1-2s}<E<\frac{2h}{1+2s}.$$

```lean
import Mathlib

open Complex

namespace NonorthogonalLead

noncomputable section
```

## The lead and its surface equation

The Hamiltonian $H$ has diagonal 0 and neighbour element $h$; the overlap matrix $S$ has diagonal 1 and neighbour element $s$. In Lean they are `chain 0 h` and `chain 1 s`, acting on arbitrary complex amplitudes over `ℕ`, with site 0 at the surface.

```lean
/-- Nearest-neighbour operator on a half-infinite chain, with diagonal element `a`
and neighbour element `b`, acting on the amplitudes `ψ`. -/
def chain (a b : ℂ) (ψ : ℕ → ℂ) : ℕ → ℂ
  | 0 => a * ψ 0 + b * ψ 1
  | n + 1 => b * ψ n + a * ψ (n + 1) + b * ψ (n + 2)
```

The surface equation is $\tau^2g^2-Eg+1=0$, with real $h,s,E$ and complex $g$.

```lean
/-- The surface equation of a lead with hopping `h` and neighbour overlap `s` at energy `E`. -/
def SurfaceEquation (h s E : ℝ) (g : ℂ) : Prop :=
  ((h : ℂ) - E * s) ^ 2 * g ^ 2 - E * g + 1 = 0
```

It comes from the trial column $G_n=g\lambda^n$ with $\lambda=\tau g$.

```lean
/-- Geometric trial column of the Green's function, with surface element `g`. -/
def greenColumn (h s E : ℝ) (g : ℂ) (n : ℕ) : ℂ :=
  g * (((h : ℂ) - E * s) * g) ^ n
```

A Bloch wave $e^{ikn}$ in the bulk obeys $E(1+2s\cos k)=2h\cos k$, which gives the band energy.

```lean
/-- Energy of a Bloch wave with phase `k` per site in the non-orthogonal chain. -/
def bandEnergy (h s k : ℝ) : ℝ :=
  2 * h * Real.cos k / (1 + 2 * s * Real.cos k)
```

Now impose $(ES-H)G=\delta_0$. The surface row reads
$$Eg-\tau\lambda g=Eg-\tau^2g^2=1,$$
which is the surface equation. Row $n+1$ reads
$$EG_{n+1}-\tau(G_n+G_{n+2})=-\tau g\lambda^n(\tau^2g^2-Eg+1)=0,$$
so it adds no condition.

```lean
/-- The geometric column solves `(E S - H) G = δ₀` on the half-infinite lead if and only if
its surface element satisfies the surface equation. -/
theorem greenColumn_iff_surfaceEquation (h s E : ℝ) (g : ℂ) :
    (∀ n, (E : ℂ) * chain 1 s (greenColumn h s E g) n - chain 0 h (greenColumn h s E g) n
      = if n = 0 then 1 else 0) ↔ SurfaceEquation h s E g := by
  unfold SurfaceEquation
  constructor
  · intro H
    have h0 := H 0
    rw [if_pos rfl] at h0
    simp only [chain, greenColumn] at h0
    linear_combination -h0
  · intro H n
    cases n with
    | zero =>
      rw [if_pos rfl]
      simp only [chain, greenColumn]
      linear_combination -H
    | succ n =>
      -- in the bulk every row is a multiple of the surface equation
      rw [if_neg (Nat.succ_ne_zero n)]
      simp only [chain, greenColumn, pow_succ]
      linear_combination
        (-((h : ℂ) - E * s) * g * (((h : ℂ) - E * s) * g) ^ n) * H
```

This equivalence is algebraic: it imposes no decay on the column and does not select the retarded root.

## When a root is non-real

Write $g=x+iy$. The real and imaginary parts of the surface equation are
$$\tau^2(x^2-y^2)-Ex+1=0,\qquad 2\tau^2xy-Ey=0.$$

```lean
/-- Real and imaginary parts of the surface equation. -/
theorem surfaceEquation_iff_re_im (h s E : ℝ) (g : ℂ) :
    SurfaceEquation h s E g ↔
      (h - E * s) ^ 2 * (g.re ^ 2 - g.im ^ 2) - E * g.re + 1 = 0 ∧
      (h - E * s) ^ 2 * (2 * g.re * g.im) - E * g.im = 0 := by
  have hre : (((h : ℂ) - E * s) ^ 2 * g ^ 2 - E * g + 1).re
      = (h - E * s) ^ 2 * (g.re ^ 2 - g.im ^ 2) - E * g.re + 1 := by
    simp only [pow_two, add_re, sub_re, mul_re, sub_im, mul_im, ofReal_re, ofReal_im, one_re]
    ring
  have him : (((h : ℂ) - E * s) ^ 2 * g ^ 2 - E * g + 1).im
      = (h - E * s) ^ 2 * (2 * g.re * g.im) - E * g.im := by
    simp only [pow_two, add_im, sub_re, mul_re, sub_im, mul_im, ofReal_re, ofReal_im, one_im]
    ring
  unfold SurfaceEquation
  rw [Complex.ext_iff, hre, him, zero_re, zero_im]
```

If $y\ne0$, the second equation gives $2\tau^2x=E$, and the first then becomes $\tau^2(x^2+y^2)=1$. Hence $\tau\ne0$ and
$$4\tau^2-E^2=4\tau^4(x^2+y^2)-4\tau^4x^2=(2\tau^2y)^2>0.$$
Conversely, $E^2<4\tau^2$ forces $\tau\neq0$, and
$$x=\frac{E}{2\tau^2},\qquad y=\frac{\sqrt{4\tau^2-E^2}}{2\tau^2}$$
solve both equations with $y\ne0$.

```lean
/-- The surface equation has a non-real root if and only if the energy is smaller in magnitude
than twice the energy-dependent hopping `h - E s`. -/
theorem nonreal_root_iff_discriminant (h s E : ℝ) :
    (∃ g : ℂ, g.im ≠ 0 ∧ SurfaceEquation h s E g) ↔ E ^ 2 < 4 * (h - E * s) ^ 2 := by
  simp only [surfaceEquation_iff_re_im]
  generalize h - E * s = t
  constructor
  · rintro ⟨g, hg, h1, h2⟩
    have hx : t ^ 2 * (2 * g.re) = E :=
      mul_right_cancel₀ hg (by linear_combination h2)
    have hn : t ^ 2 * (g.re ^ 2 + g.im ^ 2) = 1 := by
      linear_combination -h1 + g.re * hx
    have ht : t ≠ 0 := by
      intro h0
      rw [h0] at hn
      norm_num at hn
    -- the discriminant is minus a non-zero square
    have hd : 4 * t ^ 2 - E ^ 2 = (2 * t ^ 2 * g.im) ^ 2 := by
      linear_combination (-4 * t ^ 2) * hn + (2 * t ^ 2 * g.re + E) * hx
    have hpos : 0 < (2 * t ^ 2 * g.im) ^ 2 := by positivity
    linarith
  · intro hd
    have ht : t ≠ 0 := by
      intro h0
      rw [h0] at hd
      nlinarith [sq_nonneg E]
    have hD : 0 < 4 * t ^ 2 - E ^ 2 := by linarith
    have hr : 0 < Real.sqrt (4 * t ^ 2 - E ^ 2) := Real.sqrt_pos.2 hD
    have hsq := Real.sq_sqrt hD.le
    obtain ⟨x, hx⟩ : ∃ x : ℝ, 2 * t ^ 2 * x = E :=
      ⟨E / (2 * t ^ 2), by field_simp⟩
    obtain ⟨y, hy⟩ : ∃ y : ℝ, 2 * t ^ 2 * y = Real.sqrt (4 * t ^ 2 - E ^ 2) :=
      ⟨Real.sqrt (4 * t ^ 2 - E ^ 2) / (2 * t ^ 2), by field_simp⟩
    rw [← hy] at hsq hr
    refine ⟨⟨x, y⟩, ?_, ?_, ?_⟩
    · intro h0
      change y = 0 at h0
      rw [h0, mul_zero] at hr
      exact lt_irrefl _ hr
    · change t ^ 2 * (x ^ 2 - y ^ 2) - E * x + 1 = 0
      have h4 : 4 * t ^ 2 ≠ 0 := by positivity
      apply mul_left_cancel₀ h4
      linear_combination (2 * t ^ 2 * x - E) * hx - hsq
    · change t ^ 2 * (2 * x * y) - E * y = 0
      linear_combination y * hx
```

The proof turns on `linear_combination`. Given coefficients for known equations, it subtracts the weighted equations from the goal and lets `ring` check that nothing remains. For `hd` the coefficients are $-4\tau^2$ on `hn`, the equation $\tau^2(x^2+y^2)=1$, and $2\tau^2x+E$ on `hx`, the equation $2\tau^2x=E$. The substitution above thus becomes one polynomial identity.

## The band edges

The discriminant factors:
$$E^2-4\tau^2=\bigl(E(1+2s)-2h\bigr)\bigl(E(1-2s)+2h\bigr).$$
It is negative exactly when the factors have opposite signs. Let $h>0$ and $|s|<1/2$, as the theorem below assumes. Then both $1\pm2s$ are positive, so a positive first factor requires $E>0$, while a negative second factor requires $E<0$. That combination is impossible. The remaining one, first factor negative and second positive, is the stated window.

```lean
/-- Band edges of a non-orthogonal lead: the surface equation has a non-real root if and only if
the energy lies strictly between `-2h/(1 - 2s)` and `2h/(1 + 2s)`. -/
theorem nonreal_root_iff_in_band {h s : ℝ} (hh : 0 < h) (hs : |s| < 1 / 2) (E : ℝ) :
    (∃ g : ℂ, g.im ≠ 0 ∧ SurfaceEquation h s E g) ↔
      -2 * h / (1 - 2 * s) < E ∧ E < 2 * h / (1 + 2 * s) := by
  obtain ⟨hs1, hs2⟩ := abs_lt.1 hs
  have hp : 0 < 1 + 2 * s := by linarith
  have hq : 0 < 1 - 2 * s := by linarith
  rw [nonreal_root_iff_discriminant, div_lt_iff₀ hq, lt_div_iff₀ hp]
  -- the discriminant factors into the two band-edge conditions
  have hf : E ^ 2 - 4 * (h - E * s) ^ 2
      = (E * (1 + 2 * s) - 2 * h) * (E * (1 - 2 * s) + 2 * h) := by ring
  constructor
  · intro hd
    have hneg : (E * (1 + 2 * s) - 2 * h) * (E * (1 - 2 * s) + 2 * h) < 0 := by linarith
    rcases mul_neg_iff.1 hneg with ⟨h1, h2⟩ | ⟨h1, h2⟩
    · exfalso
      rcases le_total E 0 with hE | hE
      · nlinarith [mul_nonneg (neg_nonneg.2 hE) hp.le]
      · nlinarith [mul_nonneg hE hq.le]
    · constructor <;> linarith
  · rintro ⟨h1, h2⟩
    have hneg := mul_neg_of_neg_of_pos
      (show E * (1 + 2 * s) - 2 * h < 0 by linarith)
      (show 0 < E * (1 - 2 * s) + 2 * h by linarith)
    linarith
```

For this non-interacting, single-orbital lead, the window gives exact band edges against which a surface Green's function code for non-orthogonal orbitals can be tested. If the code evaluates $g$ at $E+i\eta$ with $\eta>0$, its result is non-real at every energy, and the edges become sharp only as $\eta\to0$.

## Bloch waves fill the window

The bound on $s$ keeps the overlap of every Bloch wave positive, because $|2s\cos k|\le2|s|<1$.

```lean
/-- The overlap of every Bloch wave is positive when the neighbour overlap is below one half
in magnitude. -/
theorem bloch_overlap_pos {s : ℝ} (hs : |s| < 1 / 2) (k : ℝ) :
    0 < 1 + 2 * s * Real.cos k := by
  have hb : |s * Real.cos k| ≤ |s| := by
    rw [abs_mul]
    exact mul_le_of_le_one_right (abs_nonneg s) (Real.abs_cos_le_one k)
  have := (abs_le.1 hb).1
  nlinarith
```

The band relation rearranges to $E=2\tau\cos k$. If $\tau$ vanished, then $E=0$ and so $h=\tau+Es=0$, a contradiction. Put $z=e^{ik}$ and $g=z/\tau$. Then
$$\tau^2g^2-Eg+1=z^2-2z\cos k+1=0.$$

```lean
/-- At the energy of the Bloch wave with phase `k`, the phase factor `exp(ik)` divided by the
energy-dependent hopping solves the surface equation. -/
theorem bloch_surface_root {h s : ℝ} (hh : 0 < h) (hs : |s| < 1 / 2) (k : ℝ) :
    SurfaceEquation h s (bandEnergy h s k)
      (exp (k * I) / ((h : ℂ) - bandEnergy h s k * s)) := by
  have hden := (bloch_overlap_pos hs k).ne'
  have hE : bandEnergy h s k * (1 + 2 * s * Real.cos k) = 2 * h * Real.cos k :=
    div_mul_cancel₀ _ hden
  generalize bandEnergy h s k = E at hE ⊢
  have ht : h - E * s ≠ 0 := by
    intro h0
    have h1 : h = 0 := by
      linear_combination (1 + 2 * s * Real.cos k) * h0 + s * hE
    exact hh.ne' h1
  have hT : (h : ℂ) - E * s ≠ 0 := by exact_mod_cast ht
  have hEr : E = 2 * (h - E * s) * Real.cos k := by linear_combination hE
  have hEc : (E : ℂ) = 2 * ((h : ℂ) - E * s) * Complex.cos k := by
    rw [← ofReal_cos]
    exact_mod_cast hEr
  have hz : exp (k * I) ^ 2 - 2 * Complex.cos k * exp (k * I) + 1 = 0 := by
    rw [exp_mul_I]
    linear_combination Complex.sin k ^ 2 * I_sq - Complex.sin_sq_add_cos_sq (k : ℂ)
  -- the surface equation becomes the quadratic equation of the phase factor
  have key : ∀ T e c z w : ℂ, e = 2 * T * c → z ^ 2 - 2 * c * z + 1 = 0 → T * w = z →
      T ^ 2 * w ^ 2 - e * w + 1 = 0 := by
    intro T e c z w he hz hw
    linear_combination hz + (T * w + z - 2 * c) * hw - w * he
  exact key _ _ _ _ _ hEc hz (mul_div_cancel₀ _ hT)
```

Inside the window, the two edge conditions say $-2\tau<E<2\tau$. Thus $\tau>0$, and $k=\arccos(E/2\tau)$ lies strictly between 0 and $\pi$ and has band energy $E$. Conversely, such a $k$ has $-1<\cos k<1$. Clearing the positive denominators reduces the upper edge condition to $\cos k<1$ and the lower one to $\cos k>-1$.

```lean
/-- The surface equation has a non-real root exactly at the energies of Bloch waves with phase
strictly between `0` and `π`. -/
theorem nonreal_root_iff_bloch {h s : ℝ} (hh : 0 < h) (hs : |s| < 1 / 2) (E : ℝ) :
    (∃ g : ℂ, g.im ≠ 0 ∧ SurfaceEquation h s E g) ↔
      ∃ k : ℝ, 0 < k ∧ k < Real.pi ∧ bandEnergy h s k = E := by
  obtain ⟨hs1, hs2⟩ := abs_lt.1 hs
  have hp : 0 < 1 + 2 * s := by linarith
  have hq : 0 < 1 - 2 * s := by linarith
  rw [nonreal_root_iff_in_band hh hs]
  constructor
  · rintro ⟨h1, h2⟩
    rw [div_lt_iff₀ hq] at h1
    rw [lt_div_iff₀ hp] at h2
    have ht : 0 < 2 * (h - E * s) := by linarith
    -- the Bloch phase is read off from its cosine
    obtain ⟨x, hx⟩ : ∃ x : ℝ, x = E / (2 * (h - E * s)) := ⟨_, rfl⟩
    have hc : x * (2 * (h - E * s)) = E := by
      rw [hx]
      exact div_mul_cancel₀ _ ht.ne'
    have hx1 : -1 < x := by
      rw [hx, lt_div_iff₀ ht]
      linarith
    have hx2 : x < 1 := by
      rw [hx, div_lt_iff₀ ht]
      linarith
    have hcos := Real.cos_arccos hx1.le hx2.le
    refine ⟨Real.arccos x, Real.arccos_pos.2 hx2, ?_, ?_⟩
    · refine lt_of_le_of_ne (Real.arccos_le_pi x) ?_
      intro hpi
      rw [hpi, Real.cos_pi] at hcos
      linarith
    · unfold bandEnergy
      rw [div_eq_iff (bloch_overlap_pos hs _).ne', hcos]
      linear_combination hc
  · rintro ⟨k, hk0, hk1, rfl⟩
    have hsin := Real.sin_pos_of_pos_of_lt_pi hk0 hk1
    have hsc := Real.sin_sq_add_cos_sq k
    have hsin2 : 0 < Real.sin k ^ 2 := by positivity
    have hc1 : -1 < Real.cos k := by nlinarith
    have hc2 : Real.cos k < 1 := by nlinarith
    have hden := bloch_overlap_pos hs k
    unfold bandEnergy
    constructor
    · rw [div_lt_div_iff₀ hq hden]
      nlinarith [mul_pos hh (show 0 < 1 + Real.cos k by linarith)]
    · rw [div_lt_div_iff₀ hden hp]
      nlinarith [mul_pos hh (show 0 < 1 - Real.cos k by linarith)]
```

## Losing the lower edge at half overlap

At $s=1/2$ the Bloch overlap $1+\cos k$ vanishes at $k=\pi$. The discriminant condition becomes
$$4(h-E/2)^2-E^2=4h(h-E)>0,$$
that is, $E<h$. The upper edge survives, but the window extends to arbitrarily negative energies. At $s=-1/2$ the upper edge is lost instead: the discriminant condition becomes $E>-h$.

```lean
/-- At neighbour overlap one half, the surface equation has a non-real root if and only if
the energy is below `h`. -/
theorem nonreal_root_iff_half_overlap {h : ℝ} (hh : 0 < h) (E : ℝ) :
    (∃ g : ℂ, g.im ≠ 0 ∧ SurfaceEquation h (1 / 2) E g) ↔ E < h := by
  rw [nonreal_root_iff_discriminant]
  have hf : 4 * (h - E * (1 / 2)) ^ 2 - E ^ 2 = 4 * (h * (h - E)) := by ring
  constructor
  · intro hd
    have hpos : 0 < h * (h - E) := by linarith
    have := (mul_pos_iff_of_pos_left hh).1 hpos
    linarith
  · intro hE
    have := mul_pos hh (sub_pos.2 hE)
    linarith

end

end NonorthogonalLead
```

```lean
#print axioms NonorthogonalLead.nonreal_root_iff_in_band
#print axioms NonorthogonalLead.bloch_surface_root
#print axioms NonorthogonalLead.nonreal_root_iff_bloch
#print axioms NonorthogonalLead.nonreal_root_iff_half_overlap
```

```
'NonorthogonalLead.nonreal_root_iff_in_band' depends on axioms: [propext, Classical.choice, Quot.sound]
'NonorthogonalLead.bloch_surface_root' depends on axioms: [propext, Classical.choice, Quot.sound]
'NonorthogonalLead.nonreal_root_iff_bloch' depends on axioms: [propext, Classical.choice, Quot.sound]
'NonorthogonalLead.nonreal_root_iff_half_overlap' depends on axioms: [propext, Classical.choice, Quot.sound]
```
